# An asymmetric finite square well binds below its lower wall exactly when it exceeds a critical width

A particle of mass \(m\) in a one-dimensional well of width \(a>0\), with zero potential inside and constant walls of finite heights \(0<V_1\le V_2\) that extend to infinity on either side, has a bound state with energy between \(0\) and \(V_1\) if and only if

\[
a>\frac{1}{k_1}\left(\frac{\pi}{2}-\arcsin\frac{k_1}{k_2}\right),\qquad k_i=\frac{\sqrt{2mV_i}}{\hbar}.
\]

More precisely, for each integer \(n\ge 1\) the level equation

\[
ka=n\pi-\arcsin\frac{k}{k_1}-\arcsin\frac{k}{k_2}
\]

has a solution \(k\in(0,k_1)\) if and only if \(k_1a>(n-\tfrac12)\pi-\arcsin(k_1/k_2)\), and the solution is then unique. Here \(k\) is the interior wave number, so the energy is \(\hbar^2k^2/2m\). For equal walls the critical width is zero and every well binds; for unequal walls it is positive and narrow wells bind nothing. In a one-electron model of a thin layer between two different barriers, with one mass throughout, a calculation that finds no bound state may therefore be correct.

## The well, its matching conditions and its levels

The file works with wave numbers, so \(\hbar\) and the mass do not appear in it. All quantities are real numbers, except the level index \(n\), which is a natural number.

```lean
import Mathlib

open Real Set

namespace AsymmetricSquareWell

noncomputable section
```

Inside a wall of wave number \(K\), the Schrödinger equation at energy \(\hbar^2k^2/2m\) reads \(\psi''=(K^2-k^2)\psi\). For \(k<K\) its decaying solution has the decay constant \(\sqrt{K^2-k^2}\).

```lean
/-- Decay constant of the tail inside a wall of wave number `K`, for interior wave number `k`. -/
def decay (K k : ℝ) : ℝ := √(K ^ 2 - k ^ 2)
```

Put the lower wall at \(x<0\) and the higher one at \(x>a\), and write \(\kappa_i=\sqrt{k_i^2-k^2}\). The wave function is

\[
\psi(x)=\begin{cases}A\,e^{\kappa_1x}&x<0\\ \sin(kx+\delta)&0\le x\le a\\ B\,e^{-\kappa_2(x-a)}&x>a.\end{cases}
\]

Both \(\psi\) and \(\psi'\) must be continuous at the walls, because the potential jumps by a finite amount and the mass is the same on both sides. `BoundAt` says that some \(\delta,A,B\) satisfy these four equations. The interior amplitude is set to 1; at a level, multiplying \(\psi\) by \(\sqrt{2/(a+1/\kappa_1+1/\kappa_2)}\) normalises it.

```lean
/-- The interior wave `sin (k x + δ)` joins the tails `A exp (κ₁ x)` and `B exp (-κ₂ (x - a))`
with continuous value and slope at the walls `x = 0` and `x = a`. -/
def BoundAt (a k₁ k₂ k : ℝ) : Prop :=
  ∃ δ A B : ℝ, A = sin δ ∧ decay k₁ k * A = k * cos δ ∧
    B = sin (k * a + δ) ∧ -(decay k₂ k * B) = k * cos (k * a + δ)
```

The sine and the exponentials are thus put in as the form of the solution. Another model would start from a square-integrable function \(\psi\) that solves the Schrödinger equation in each region and is continuously differentiable. One would then have to derive the three forms from the differential equation and treat the energies outside \((0,V_1)\) as well. In return, the non-binding statement would cover every energy, whereas here it concerns \(0<k<k_1\).

`IsLevel` combines the range \(0<k<k_1\) with the \(n\)-th level equation.

```lean
/-- The wave number `k` lies in `(0, k₁)` and solves the `n`-th level equation. -/
def IsLevel (a k₁ k₂ : ℝ) (n : ℕ) (k : ℝ) : Prop :=
  0 < k ∧ k < k₁ ∧ k * a = n * π - arcsin (k / k₁) - arcsin (k / k₂)
```

Moving the arcsines to the left-hand side gives the total phase

\[
\Phi(k)=ka+\arcsin\frac{k}{k_1}+\arcsin\frac{k}{k_2},
\]

and the level equation becomes \(\Phi(k)=n\pi\).

```lean
/-- Total phase: the phase gathered across the well plus the phase shifts at the two walls. -/
def phase (a k₁ k₂ k : ℝ) : ℝ := k * a + arcsin (k / k₁) + arcsin (k / k₂)
```

The last definition names the threshold in the opening statement.

```lean
/-- The width `(π/2 - arcsin (k₁/k₂)) / k₁`. -/
def criticalWidth (k₁ k₂ : ℝ) : ℝ := (π / 2 - arcsin (k₁ / k₂)) / k₁
```

## (a) A right triangle for each wall

Let \(0<k<K\) and \(\alpha=\arcsin(k/K)\). Show that \(K\sin\alpha=k\) and \(\sqrt{K^2-k^2}=K\cos\alpha\).

Since \(0<k/K<1\), the sine undoes the arcsine, so \(\sin\alpha=k/K\), which is the first equation. The angle lies in \((0,\pi/2)\), where the cosine is positive, so

\[
K\cos\alpha=K\sqrt{1-k^2/K^2}=\sqrt{K^2-k^2}.
\]

The Lean proof follows the same two lines: `Real.sin_arcsin` gives the first equation, and factoring \(K^2\) out of the square root gives the second.

```lean
/-- Below the top of a wall, the interior wave number and the decay constant are the two legs
of a right triangle with hypotenuse `K` and angle `arcsin (k/K)`. -/
theorem wall_triangle {K k : ℝ} (hk : 0 < k) (hK : k < K) :
    K * sin (arcsin (k / K)) = k ∧ decay K k = K * cos (arcsin (k / K)) := by
  have h0 : 0 < K := hk.trans hK
  have hp : 0 < k / K := div_pos hk h0
  have hl : k / K ≤ 1 := (div_le_one h0).2 hK.le
  constructor
  · rw [Real.sin_arcsin (by linarith) hl]
    field_simp
  · have e : K ^ 2 - k ^ 2 = K ^ 2 * (1 - (k / K) ^ 2) := by
      field_simp
    unfold decay
    rw [e, Real.sqrt_mul (sq_nonneg K), Real.sqrt_sq h0.le, Real.cos_arcsin]
```

## (b) From matching conditions to the level equation

Let \(a>0\), \(0<k<k_1\) and \(k_1\le k_2\). Show that the wave function can be matched at both walls if and only if \(k\) solves the level equation for some \(n\ge1\).

Write \(\alpha_i=\arcsin(k/k_i)\). Both angles are positive, and part (a) applies to both walls because \(k<k_1\le k_2\).

Suppose first that the matching conditions hold. At \(x=0\) they are \(A=\sin\delta\) and \(\kappa_1A=k\cos\delta\). Eliminating \(A\) and inserting the triangle relations gives

\[
k_1\cos\alpha_1\sin\delta=k_1\sin\alpha_1\cos\delta,
\qquad\text{so}\qquad \sin(\alpha_1-\delta)=0.
\]

At \(x=a\) they are \(B=\sin(ka+\delta)\) and \(-\kappa_2B=k\cos(ka+\delta)\), so

\[
k_2\left[\sin\alpha_2\cos(ka+\delta)+\cos\alpha_2\sin(ka+\delta)\right]=0,
\qquad\text{that is}\qquad \sin(\alpha_2+ka+\delta)=0.
\]

If \(\sin u=\sin v=0\), then \(\sin(u+v)=\sin u\cos v+\cos u\sin v=0\). Adding the two arguments removes \(\delta\) and leaves \(\sin(ka+\alpha_1+\alpha_2)=0\). Hence \(ka+\alpha_1+\alpha_2=m\pi\) for an integer \(m\). The left-hand side is positive, so \(m\ge1\), and this is the level equation with \(n=m\).

Conversely, let the level equation hold and choose \(\delta=\alpha_1\), \(A=\sin\delta\), \(B=\sin(ka+\delta)\). The slope condition at \(x=0\) is then \(k_1\cos\alpha_1\sin\alpha_1=k_1\sin\alpha_1\cos\alpha_1\). At \(x=a\) we have \(\sin(\alpha_2+ka+\alpha_1)=\sin n\pi=0\); expanding this and multiplying by \(k_2\) gives the remaining slope condition.

In the code, `h1`, `d1`, `h2` and `d2` are the triangle relations, and `s1` and `s2` are the two vanishing sines. In the forward direction each `linear_combination` carries out the elimination at one wall; in the converse each one verifies the slope condition at one wall. `Real.sin_eq_zero_iff` supplies the integer `m`, which is shown to be positive and then turned into the natural number `n`.

```lean
/-- The wave function can be matched at both walls exactly when the wave number solves
the level equation for some `n ≥ 1`. -/
theorem boundAt_iff_level {a k₁ k₂ k : ℝ} (ha : 0 < a) (hk : 0 < k) (hk₁ : k < k₁)
    (h₁₂ : k₁ ≤ k₂) : BoundAt a k₁ k₂ k ↔ ∃ n : ℕ, 1 ≤ n ∧ IsLevel a k₁ k₂ n k := by
  have hk₂ : k < k₂ := lt_of_lt_of_le hk₁ h₁₂
  obtain ⟨h1, d1⟩ := wall_triangle hk hk₁
  obtain ⟨h2, d2⟩ := wall_triangle hk hk₂
  have p1 : 0 < arcsin (k / k₁) := Real.arcsin_pos.2 (div_pos hk (hk.trans hk₁))
  have p2 : 0 < arcsin (k / k₂) := Real.arcsin_pos.2 (div_pos hk (hk.trans hk₂))
  have pa : 0 < k * a := mul_pos hk ha
  constructor
  · rintro ⟨δ, A, B, rfl, hA, rfl, hB⟩
    rw [d1] at hA
    rw [d2] at hB
    -- each matching condition is the vanishing of one sine
    have s1 : sin (arcsin (k / k₁) - δ) = 0 := by
      have h : k₁ * sin (arcsin (k / k₁) - δ) = 0 := by
        rw [Real.sin_sub]
        linear_combination cos δ * h1 - hA
      exact (mul_eq_zero.1 h).resolve_left (hk.trans hk₁).ne'
    have s2 : sin (arcsin (k / k₂) + (k * a + δ)) = 0 := by
      have h : k₂ * sin (arcsin (k / k₂) + (k * a + δ)) = 0 := by
        rw [Real.sin_add]
        linear_combination cos (k * a + δ) * h2 - hB
      exact (mul_eq_zero.1 h).resolve_left (hk.trans hk₂).ne'
    -- adding the two arguments removes the unknown phase
    have s : sin ((arcsin (k / k₁) - δ) + (arcsin (k / k₂) + (k * a + δ))) = 0 := by
      rw [Real.sin_add, s1, s2]
      ring
    obtain ⟨m, hm⟩ := Real.sin_eq_zero_iff.1 s
    have hmr : 0 < (m : ℝ) := by
      by_contra h
      nlinarith [mul_nonneg (neg_nonneg.2 (not_lt.1 h)) Real.pi_pos.le]
    have hmz : 0 < m := by exact_mod_cast hmr
    obtain ⟨n, rfl⟩ := Int.eq_ofNat_of_zero_le hmz.le
    refine ⟨n, by omega, hk, hk₁, ?_⟩
    push_cast at hm
    linarith
  · rintro ⟨n, _, _, _, h⟩
    refine ⟨arcsin (k / k₁), _, _, rfl, ?_, rfl, ?_⟩
    · rw [d1]
      linear_combination cos (arcsin (k / k₁)) * h1
    · have s : sin (arcsin (k / k₂) + (k * a + arcsin (k / k₁))) = 0 :=
        Real.sin_eq_zero_iff.2 ⟨(n : ℤ), by push_cast; linarith⟩
      rw [Real.sin_add] at s
      rw [d2]
      linear_combination (-k₂) * s + cos (k * a + arcsin (k / k₁)) * h2
```

## (c) The total phase increases with the wave number

Let \(a>0\) and \(0<k_1\le k_2\). Show that \(\Phi\) is strictly increasing on \([0,k_1]\).

For \(x<y\) the term \(ka\) grows strictly, since \(xa<ya\). The arcsine is an increasing function, so neither wall term decreases. The sum therefore grows strictly.

The three inequalities are `e3`, `e1` and `e2`, and `linarith` adds them. The Lean statement also allows \(k_2<k_1\); there it relies on Mathlib's convention that the arcsine equals \(\pi/2\) for arguments above 1.

```lean
/-- The total phase grows strictly with the wave number on `[0, k₁]`. -/
theorem phase_strictMonoOn {a k₁ k₂ : ℝ} (ha : 0 < a) (h₁ : 0 < k₁) (h₂ : 0 < k₂) :
    StrictMonoOn (phase a k₁ k₂) (Icc 0 k₁) := by
  intro x _ y _ hxy
  have hle : x ≤ y := hxy.le
  have e1 : arcsin (x / k₁) ≤ arcsin (y / k₁) := Real.monotone_arcsin (by gcongr)
  have e2 : arcsin (x / k₂) ≤ arcsin (y / k₂) := Real.monotone_arcsin (by gcongr)
  have e3 : x * a < y * a := mul_lt_mul_of_pos_right hxy ha
  unfold phase
  linarith
```

## (d) When the \(n\)-th level exists

Let \(a>0\), \(0<k_1\le k_2\) and \(n\ge1\). Show that the \(n\)-th level exists if and only if \(k_1a>(n-\tfrac12)\pi-\arcsin(k_1/k_2)\), that there is at most one such level, and that its wave function matches at both walls.

The phase at the ends of the interval is

\[
\Phi(0)=0,\qquad \Phi(k_1)=k_1a+\frac{\pi}{2}+\arcsin\frac{k_1}{k_2}.
\]

If \(k\in(0,k_1)\) is a level, then \(n\pi=\Phi(k)<\Phi(k_1)\) by part (c), and rearranging gives the condition. Conversely, the condition says \(n\pi<\Phi(k_1)\), while \(n\ge1\) gives \(\Phi(0)<n\pi\). Since \(\Phi\) is continuous, the intermediate value theorem yields a \(k\) strictly between \(0\) and \(k_1\) with \(\Phi(k)=n\pi\).

Two solutions of the same level equation have the same phase \(n\pi\), so they coincide by strict monotonicity. The matching conditions follow from part (b).

The hypothesis \(n\ge1\) matters. Take \(n=0\) and \(a=k_1=k_2=1\). The condition reads \(-\pi<1\), which is true, but the level equation \(k=-2\arcsin k\) has no solution with \(0<k<1\), because its two sides have opposite signs.

The Lean statement is a conjunction of three claims: the equivalence, the uniqueness and the matching. In `(n - 1 / 2) * π` the index is read as a real number, so the fraction is the ordinary \(\tfrac12\). The proof records the end values as `top` and `bot`, uses `intermediate_value_Ioo` for existence, and gets uniqueness from the injectivity of a strictly monotone function.

```lean
/-- The `n`-th level exists exactly when `k₁ a > (n - 1/2) π - arcsin (k₁/k₂)`; it is unique,
and its wave function matches at both walls. -/
theorem level_exists_iff_and_unique {a k₁ k₂ : ℝ} {n : ℕ} (ha : 0 < a) (h₁ : 0 < k₁)
    (h₁₂ : k₁ ≤ k₂) (hn : 1 ≤ n) :
    ((∃ k, IsLevel a k₁ k₂ n k) ↔ (n - 1 / 2) * π - arcsin (k₁ / k₂) < k₁ * a) ∧
    (∀ k k', IsLevel a k₁ k₂ n k → IsLevel a k₁ k₂ n k' → k = k') ∧
    (∀ k, IsLevel a k₁ k₂ n k → BoundAt a k₁ k₂ k) := by
  have mono := phase_strictMonoOn ha h₁ (h₁.trans_le h₁₂)
  have top : phase a k₁ k₂ k₁ = k₁ * a + π / 2 + arcsin (k₁ / k₂) := by
    unfold phase
    rw [div_self h₁.ne', Real.arcsin_one]
  have bot : phase a k₁ k₂ 0 = 0 := by simp [phase]
  refine ⟨⟨?_, ?_⟩, ?_, ?_⟩
  · rintro ⟨k, hk, hk₁, h⟩
    have hlt := mono ⟨hk.le, hk₁.le⟩ ⟨h₁.le, le_refl k₁⟩ hk₁
    rw [top] at hlt
    unfold phase at hlt
    linarith
  · intro hc
    -- the phase runs continuously from zero to its value at the top of the lower wall
    have cont : Continuous (phase a k₁ k₂) :=
      ((continuous_id.mul continuous_const).add
        (Real.continuous_arcsin.comp (continuous_id.div_const k₁))).add
        (Real.continuous_arcsin.comp (continuous_id.div_const k₂))
    have hn' : (0 : ℝ) < n := by exact_mod_cast hn
    have hmem : (n : ℝ) * π ∈ Ioo (phase a k₁ k₂ 0) (phase a k₁ k₂ k₁) := by
      rw [top, bot]
      exact ⟨mul_pos hn' Real.pi_pos, by linarith⟩
    obtain ⟨k, ⟨hk, hk₁⟩, h⟩ := intermediate_value_Ioo h₁.le cont.continuousOn hmem
    unfold phase at h
    exact ⟨k, hk, hk₁, by linarith⟩
  · rintro k k' ⟨hk, hk₁, h⟩ ⟨hk', hk₁', h'⟩
    apply mono.injOn ⟨hk.le, hk₁.le⟩ ⟨hk'.le, hk₁'.le⟩
    unfold phase
    linarith
  · intro k h
    exact (boundAt_iff_level ha h.1 h.2.1 h₁₂).2 ⟨n, hn, h⟩
```

## (e) The critical width

Let \(a>0\) and \(0<k_1\le k_2\). Show that a bound state with \(0<k<k_1\) exists if and only if \(a\) exceeds the critical width

\[
a_c=\frac{1}{k_1}\left(\frac{\pi}{2}-\arcsin\frac{k_1}{k_2}\right).
\]

Since \(k_1>0\), the inequality \(a>a_c\) is the same as \(k_1a>\pi/2-\arcsin(k_1/k_2)\), which is the condition of part (d) for \(n=1\). If it holds, the first level exists and its wave function matches at both walls.

Conversely, by part (b) a bound state solves the level equation for some \(n\ge1\). Part (d) then gives

\[
k_1a>\left(n-\frac12\right)\pi-\arcsin\frac{k_1}{k_2}\ \ge\ \frac{\pi}{2}-\arcsin\frac{k_1}{k_2},
\]

so \(a>a_c\). The first level has the weakest condition.

The rewriting with `div_lt_iff₀` clears the denominator \(k_1\), and `nlinarith` supplies the comparison between \(n\) and \(1\).

```lean
/-- The well has a bound state below the lower wall exactly when it is wider than
the critical width. -/
theorem binds_iff_criticalWidth_lt {a k₁ k₂ : ℝ} (ha : 0 < a) (h₁ : 0 < k₁) (h₁₂ : k₁ ≤ k₂) :
    (∃ k, 0 < k ∧ k < k₁ ∧ BoundAt a k₁ k₂ k) ↔ criticalWidth k₁ k₂ < a := by
  unfold criticalWidth
  rw [div_lt_iff₀ h₁]
  constructor
  · rintro ⟨k, hk, hk₁, hb⟩
    obtain ⟨n, hn, hl⟩ := (boundAt_iff_level ha hk hk₁ h₁₂).1 hb
    have hc := (level_exists_iff_and_unique ha h₁ h₁₂ hn).1.1 ⟨k, hl⟩
    have hn' : (1 : ℝ) ≤ n := by exact_mod_cast hn
    -- the condition is weakest for the first level
    nlinarith [mul_nonneg (sub_nonneg.2 hn') Real.pi_pos.le]
  · intro hc
    have main := level_exists_iff_and_unique ha h₁ h₁₂ (le_refl 1)
    obtain ⟨k, hl⟩ := main.1.2 (by push_cast; linarith)
    exact ⟨k, hl.1, hl.2.1, main.2.2 k hl⟩
```

## (f) Equal walls always bind

Let \(a>0\) and \(k_1=k_2=K>0\). Show that the \(n=1\) level exists.

Now \(\arcsin(k_1/k_2)=\arcsin1=\pi/2\), so the condition of part (d) for \(n=1\) becomes \(Ka>\pi/2-\pi/2=0\). This holds for every positive width and wall height, however small.

The theorem states the existence of a solution of the level equation; by the last claim of part (d), that solution belongs to a matched wave function. The code applies part (d) with both walls equal to `K`.

```lean
/-- A well with equal walls has its `n = 1` level for every positive width and wall height. -/
theorem symmetric_always_binds {a K : ℝ} (ha : 0 < a) (hK : 0 < K) :
    ∃ k, IsLevel a K K 1 k := by
  apply (level_exists_iff_and_unique ha hK (le_refl K) (le_refl 1)).1.2
  rw [div_self hK.ne', Real.arcsin_one]
  push_cast
  linarith [mul_pos hK ha]
```

## (g) Unequal walls leave narrow wells empty

Let \(0<k_1<k_2\). Show that \(a_c>0\), and that no well with \(0<a\le a_c\) has a bound state with \(0<k<k_1\).

Since \(k_1/k_2<1\), we have \(\arcsin(k_1/k_2)<\pi/2\), so \(a_c>0\). If \(a\le a_c\), the condition of part (e) fails, and there is no bound state. For \(k_2=2k_1\), where the higher wall is four times as high as the lower one, \(\arcsin\tfrac12=\pi/6\) and the well binds only if \(k_1a>\pi/3\).

The width \(a=a_c\) is itself excluded. There the first level equation is solved by \(k=k_1\), for which \(\kappa_1=0\): the wave function no longer decays into the lower wall and cannot be normalised.

The proof has the same two steps, with the strict bound on the arcsine taken from `Real.arcsin_lt_pi_div_two`.

```lean
/-- With unequal walls the critical width is positive, and no well up to that width has a bound
state with `0 < k < k₁`. -/
theorem narrow_asymmetric_never_binds {k₁ k₂ : ℝ} (h₁ : 0 < k₁) (h₁₂ : k₁ < k₂) :
    0 < criticalWidth k₁ k₂ ∧ ∀ a, 0 < a → a ≤ criticalWidth k₁ k₂ →
      ¬ ∃ k, 0 < k ∧ k < k₁ ∧ BoundAt a k₁ k₂ k := by
  constructor
  · have h : arcsin (k₁ / k₂) < π / 2 :=
      Real.arcsin_lt_pi_div_two.2 ((div_lt_one (h₁.trans h₁₂)).2 h₁₂)
    exact div_pos (by linarith) h₁
  · intro a ha hle hb
    exact absurd ((binds_iff_criticalWidth_lt ha h₁ h₁₂.le).1 hb) (not_lt_of_ge hle)

end

end AsymmetricSquareWell
```

```lean
#print axioms AsymmetricSquareWell.binds_iff_criticalWidth_lt
#print axioms AsymmetricSquareWell.symmetric_always_binds
#print axioms AsymmetricSquareWell.narrow_asymmetric_never_binds
```

```
'AsymmetricSquareWell.binds_iff_criticalWidth_lt' depends on axioms: [propext, Classical.choice, Quot.sound]
'AsymmetricSquareWell.symmetric_always_binds' depends on axioms: [propext, Classical.choice, Quot.sound]
'AsymmetricSquareWell.narrow_asymmetric_never_binds' depends on axioms: [propext, Classical.choice, Quot.sound]
```
